# Convolving a cosine wave with a Gaussian changes only its amplitude

The lemma `integral_wave_mul_hill` concerns a one-dimensional cosine wave, cos(qc + φ), smoothed by Gaussian hills exp(−(s − c)²/(2σ²)) of unit height and width σ > 0. It states that the integral over all real centres c equals √(2π) σ exp(−q²σ²/2) cos(qs + φ), for any real q, φ and s. Dividing by the hill's area, √(2π) σ, gives the result for a normalised Gaussian: the same wave at s, damped by exp(−q²σ²/2). The attempt writes the integrand as the real part of a complex Gaussian, applies Mathlib's formula `integral_cexp_quadratic`, and then simplifies the prefactor and the exponent.

As first written in Lean, the proof fails:

```lean
import Mathlib

open MeasureTheory

namespace IntegralWaveMulHill

noncomputable section

/-- The Gaussian hill of unit height and width `σ ≠ 0` centred at `c`, evaluated at `s`. -/
def hill (σ s c : ℝ) : ℝ := Real.exp (-(s - c) ^ 2 / (2 * σ ^ 2))

/-- A cosine wave times a Gaussian hill of width `σ > 0` is the real part of a complex
Gaussian with a quadratic exponent. -/
theorem wave_mul_hill_eq_re {σ : ℝ} (hσ : 0 < σ) (q φ s c : ℝ) :
    (Complex.exp (((-(1 / (2 * σ ^ 2)) : ℝ) : ℂ) * (c : ℂ) ^ 2
      + ((s / σ ^ 2 : ℝ) + q * Complex.I) * c
      + ((-(s ^ 2 / (2 * σ ^ 2)) : ℝ) + φ * Complex.I))).re
      = Real.cos (q * c + φ) * hill σ s c := by
  have hσ' : (σ : ℂ) ≠ 0 := by exact_mod_cast hσ.ne'
  -- complete the square in the real part of the exponent
  have h : ((-(1 / (2 * σ ^ 2)) : ℝ) : ℂ) * (c : ℂ) ^ 2
      + ((s / σ ^ 2 : ℝ) + q * Complex.I) * c
      + ((-(s ^ 2 / (2 * σ ^ 2)) : ℝ) + φ * Complex.I)
      = ((-(s - c) ^ 2 / (2 * σ ^ 2) : ℝ) : ℂ) + ((q * c + φ : ℝ) : ℂ) * Complex.I := by
    push_cast
    field_simp
    ring
  rw [h, Complex.exp_re, Complex.add_re, Complex.add_im, Complex.re_ofReal_mul,
    Complex.im_ofReal_mul, Complex.ofReal_re, Complex.ofReal_im, Complex.I_re, Complex.I_im,
    mul_zero, add_zero, mul_one, zero_add, hill, mul_comm]

/-- Smoothing a cosine wave of wavenumber `q` with hills of width `σ > 0` keeps its shape and
multiplies it by the hill area `√(2π) σ` and the damping factor `exp(-q²σ²/2)`. -/
theorem integral_wave_mul_hill {σ : ℝ} (hσ : 0 < σ) (q φ s : ℝ) :
    ∫ c : ℝ, Real.cos (q * c + φ) * hill σ s c
      = √(2 * Real.pi) * σ * (Real.exp (-q ^ 2 * σ ^ 2 / 2) * Real.cos (q * s + φ)) := by
  have hσ' : (σ : ℂ) ≠ 0 := by exact_mod_cast hσ.ne'
  have hb : (((-(1 / (2 * σ ^ 2)) : ℝ) : ℂ)).re < 0 := by
    rw [Complex.ofReal_re]
    exact neg_neg_of_pos (by positivity)
  have hint := Complex.reCLM.integral_comp_comm (integrable_cexp_quadratic' hb
    ((s / σ ^ 2 : ℝ) + q * Complex.I) ((-(s ^ 2 / (2 * σ ^ 2)) : ℝ) + φ * Complex.I))
  rw [integral_cexp_quadratic hb] at hint
  -- the prefactor is the area of one hill
  have hr : √(2 * Real.pi) * σ = (2 * Real.pi * σ ^ 2) ^ (1 / 2 : ℝ) := by
    rw [← Real.sqrt_eq_rpow, Real.sqrt_mul (by positivity), Real.sqrt_sq hσ.le]
  have hpre : ((Real.pi : ℂ) / -((-(1 / (2 * σ ^ 2)) : ℝ) : ℂ)) ^ (1 / 2 : ℂ)
      = ((√(2 * Real.pi) * σ : ℝ) : ℂ) := by
    have h1 : (Real.pi : ℂ) / -((-(1 / (2 * σ ^ 2)) : ℝ) : ℂ)
        = ((2 * Real.pi * σ ^ 2 : ℝ) : ℂ) := by
      push_cast
      field_simp
    rw [h1, hr, Complex.ofReal_cpow (by positivity)]
    norm_num
  -- the exponent splits into damping and phase
  have hexp : ((-(s ^ 2 / (2 * σ ^ 2)) : ℝ) + φ * Complex.I)
      - ((s / σ ^ 2 : ℝ) + q * Complex.I) ^ 2 / (4 * ((-(1 / (2 * σ ^ 2)) : ℝ) : ℂ))
      = ((-q ^ 2 * σ ^ 2 / 2 : ℝ) : ℂ) + ((q * s + φ : ℝ) : ℂ) * Complex.I := by
    push_cast
    field_simp
    ring_nf
    simp only [Complex.I_sq]
    ring
  rw [hpre, hexp, Complex.reCLM_apply, Complex.re_ofReal_mul, Complex.exp_re,
    Complex.add_re, Complex.add_im, Complex.re_ofReal_mul, Complex.im_ofReal_mul,
    Complex.ofReal_re, Complex.ofReal_im, Complex.I_re, Complex.I_im,
    mul_zero, add_zero, mul_one, zero_add] at hint
  rw [← hint]
  exact integral_congr_ae
    (Filter.Eventually.of_forall fun c => (wave_mul_hill_eq_re hσ q φ s c).symm)

end

end IntegralWaveMulHill
```

The error:

```
Main.lean:46:60: error: Tactic `rewrite` failed: Did not find an occurrence of the pattern
  √(σ ^ 2)
in the target expression
  √2 * √Real.pi * σ = √(2 * Real.pi * σ ^ 2)

σ : ℝ
hσ : 0 < σ
q φ s : ℝ
hσ' : ↑σ ≠ 0
hb : (↑(-(1 / (2 * σ ^ 2)))).re < 0
hint :
  ∫ (x : ℝ),
      Complex.reCLM
        (Complex.exp
          (↑(-(1 / (2 * σ ^ 2))) * ↑x ^ 2 + (↑(s / σ ^ 2) + ↑q * Complex.I) * ↑x +
            (↑(-(s ^ 2 / (2 * σ ^ 2))) + ↑φ * Complex.I))) =
    Complex.reCLM
      ((↑Real.pi / -↑(-(1 / (2 * σ ^ 2)))) ^ (1 / 2) *
        Complex.exp
          (↑(-(s ^ 2 / (2 * σ ^ 2))) + ↑φ * Complex.I -
            (↑(s / σ ^ 2) + ↑q * Complex.I) ^ 2 / (4 * ↑(-(1 / (2 * σ ^ 2))))))
⊢ √2 * √Real.pi * σ = √(2 * Real.pi * σ ^ 2)
```

Cause. The error is in `hr`, the step that identifies the prefactor with the area of one hill. After `← Real.sqrt_eq_rpow`, the goal is `√(2 * Real.pi) * σ = √(2 * Real.pi * σ ^ 2)`. The next rewrite, `Real.sqrt_mul`, was meant to split the root on the right, but `by positivity` does not say which factor is to be nonnegative, so the pattern is the square root of any product. It matched `√(2 * Real.pi)` on the left and turned it into `√2 * √Real.pi`, as the goal in the message shows. The right-hand root stayed whole, so `Real.sqrt_sq` found no `√(σ ^ 2)` to rewrite.

The repair states the nonnegativity proof's type, `(0 : ℝ) ≤ 2 * Real.pi`, which fixes the first factor as `2 * Real.pi`. The pattern now fits only the right-hand root, which becomes `√(2 * Real.pi) * √(σ ^ 2)`. `Real.sqrt_sq hσ.le` then replaces `√(σ ^ 2)` by `σ`, and the two sides agree. Moving that last rewrite to its own line is mere tidying.

The change, after which it compiles:

```diff
@@ -44,5 +44,6 @@
   -- the prefactor is the area of one hill
   have hr : √(2 * Real.pi) * σ = (2 * Real.pi * σ ^ 2) ^ (1 / 2 : ℝ) := by
-    rw [← Real.sqrt_eq_rpow, Real.sqrt_mul (by positivity), Real.sqrt_sq hσ.le]
+    rw [← Real.sqrt_eq_rpow, Real.sqrt_mul (show (0 : ℝ) ≤ 2 * Real.pi by positivity),
+      Real.sqrt_sq hσ.le]
   have hpre : ((Real.pi : ℂ) / -((-(1 / (2 * σ ^ 2)) : ℝ) : ℂ)) ^ (1 / 2 : ℂ)
       = ((√(2 * Real.pi) * σ : ℝ) : ℂ) := by
```
